# Fewer than \(n\) fixed probes leave the trace of a positive semidefinite \(n\times n\) matrix undetermined

Let \(z_1,\dots,z_m\) be vectors in \(\mathbb{R}^n\), called probes. Their lengths are arbitrary, and they need not be distinct or independent. For a real \(n\times n\) matrix \(A\), the **reading** of probe \(k\) is the number

\[
r_k(A)=z_k^T A z_k .
\]

A real matrix is positive semidefinite if it is symmetric and \(x^TAx\ge 0\) for every \(x\). For a nonzero vector \(v\), write

\[
P_v=\frac{v v^T}{v\cdot v}
\]

for the orthogonal projector on the direction of \(v\). The index \(k\) labels probes; \(i\) and \(j\) label coordinates.

The claim is that if \(m<n\), there is a positive semidefinite \(A\) with \(\operatorname{tr}A=1\) and \(r_k(A)=0\) for every \(k\). The probes are given first, and \(A\) depends on them.

## A projector that the probes cannot see

Let \(Z\) be the \(m\times n\) matrix whose rows are the probes. Its rank is at most \(m\), so its kernel has dimension at least \(n-m>0\). Hence there is a vector \(v\neq 0\) with \(z_k\cdot v=0\) for all \(k\).

The projector on \(v\) acts as

\[
P_v x=\frac{v\cdot x}{v\cdot v}\,v,
\qquad\text{so}\qquad
x^TP_vx=\frac{(v\cdot x)^2}{v\cdot v}\ge 0 .
\]

It is symmetric, and its trace is \(\sum_i v_i^2/(v\cdot v)=1\). Setting \(x=z_k\) gives \(r_k(P_v)=0\), which proves the claim.

The existence of such a \(v\) is also necessary, whatever the number of probes. Suppose \(A\) is positive semidefinite with unit trace and all its readings vanish. For any vector \(y\) and real \(s\),

\[
0\le (z_k+sy)^TA(z_k+sy)=2s\,y^TAz_k+s^2\,y^TAy .
\]

If \(y^TAz_k\) were nonzero, a small \(s\) of the opposite sign would make the right-hand side negative. So \(y^TAz_k=0\) for every \(y\), which means \(Az_k=0\). Each row of \(A\) is therefore orthogonal to every probe. The rows cannot all vanish, because the trace is 1, and any nonzero row serves as \(v\).

## Hidden trace and the failure of every estimator

Take \(m<n\), a positive semidefinite \(B\) and a number \(t\ge0\). The matrix \(A=B+tP_v\) is positive semidefinite, and

\[
r_k(A)=r_k(B)+t\,r_k(P_v)=r_k(B),\qquad \operatorname{tr}A=\operatorname{tr}B+t .
\]

Now let \(F\) be any function that turns the list of readings into an estimate of the trace, and let \(\varepsilon<1\). On all matrices that share the readings of \(B\), the estimate is the same number \(f=F(r(B))\). Choose

\[
t=\frac{|f|}{1-\varepsilon}+1 .
\]

With \(T=\operatorname{tr}B\ge0\), the trace of \(A\) is \(T+t>0\), and

\[
|f-(T+t)|-\varepsilon(T+t)\;\ge\;(1-\varepsilon)(T+t)-|f|
=(1-\varepsilon)T+(1-\varepsilon)>0 .
\]

The relative error on \(A\) thus exceeds \(\varepsilon\). The bound \(\varepsilon<1\) is the best possible for a statement about every \(F\), since the rule \(F=0\) has relative error exactly 1 on every matrix of positive trace.

With \(n\) probes the obstruction can disappear. For the coordinate vectors \(e_k\), the reading \(e_k^TAe_k\) is the diagonal entry \(A_{kk}\), and the readings add up to the trace.

## Probes, readings and the projector in Lean

```lean
import Mathlib

open Matrix

namespace FixedProbeTrace

noncomputable section

variable {ι n : Type*} [Fintype n]
```

The type `ι` labels the probes and the type `n` labels the coordinates. The dimension, written \(n\) in the formulas above, is the number of elements of the type `n`. At this stage only `n` has to be finite.

```lean
/-- The numbers `z_k^T A z_k` obtained by probing the matrix `A` with the vectors `z_k`. -/
def reading (z : ι → n → ℝ) (A : Matrix n n ℝ) : ι → ℝ :=
  fun k => z k ⬝ᵥ A *ᵥ z k
```

A probe family is a function `z : ι → n → ℝ`, so `z k` is the vector \(z_k\). The symbol `⬝ᵥ` is the dot product and `*ᵥ` is the matrix–vector product. The definition is \(z_k\cdot(Az_k)\), with no averaging over probes and no normalisation.

```lean
/-- The matrix `v v^T / (v · v)`, the orthogonal projector on the direction of a nonzero `v`. -/
def projector (v : n → ℝ) : Matrix n n ℝ :=
  Matrix.of fun i j => v i * v j / (v ⬝ᵥ v)
```

This is \(P_v\) written entry by entry. For \(v=0\) Lean's division by zero makes it the zero matrix, which is why the next lemma needs no hypothesis on `v`.

```lean
/-- The projector sends `x` to its component along `v`. -/
theorem projector_mulVec (v x : n → ℝ) :
    projector v *ᵥ x = ((v ⬝ᵥ x) / (v ⬝ᵥ v)) • v := by
  ext i
  simp only [projector, Matrix.mulVec, Pi.smul_apply, smul_eq_mul]
  generalize v ⬝ᵥ v = c
  simp only [dotProduct, Matrix.of_apply, Finset.sum_div, Finset.sum_mul]
  refine Finset.sum_congr rfl fun j _ => ?_
  ring
```

The lemma is the formula \(P_vx=\frac{v\cdot x}{v\cdot v}\,v\). The proof compares component \(i\) on both sides. The `generalize` step replaces \(v\cdot v\) by a single letter, so that unfolding the remaining dot products leaves the denominator alone. The two sums then agree term by term.

```lean
/-- The projector on a nonzero vector is positive semidefinite and has unit trace. -/
theorem projector_posSemidef_trace {v : n → ℝ} (hv : v ≠ 0) :
    (projector v).PosSemidef ∧ (projector v).trace = 1 := by
  constructor
  · refine PosSemidef.of_dotProduct_mulVec_nonneg ?_ ?_
    · refine Matrix.IsHermitian.ext fun i j => ?_
      simp [projector, mul_comm]
    · intro x
      have hvv : 0 ≤ v ⬝ᵥ v := Finset.sum_nonneg fun i _ => mul_self_nonneg (v i)
      -- the quadratic form is `(v · x)² / (v · v)`
      rw [star_trivial, projector_mulVec, dotProduct_smul, smul_eq_mul,
        dotProduct_comm x v, div_mul_eq_mul_div]
      exact div_nonneg (mul_self_nonneg _) hvv
  · have h : v ⬝ᵥ v ≠ 0 := fun h0 => hv (dotProduct_self_eq_zero.1 h0)
    change ∑ i, v i * v i / (v ⬝ᵥ v) = 1
    rw [← Finset.sum_div]
    exact div_self h
```

`PosSemidef` includes symmetry, so the first half of the proof has two parts: the entries are symmetric because \(v_iv_j=v_jv_i\), and the quadratic form is rewritten as \((v\cdot x)^2/(v\cdot v)\), a quotient of nonnegative numbers. The second half takes the common denominator out of \(\sum_i v_iv_i/(v\cdot v)\) and cancels it, which is where \(v\neq0\) is used.

## The exact criterion for an invisible matrix

```lean
/-- Some positive semidefinite matrix of unit trace gives zero on every probe if and only if
some nonzero vector is orthogonal to all probes. -/
theorem invisible_iff_orthogonal (z : ι → n → ℝ) :
    (∃ A : Matrix n n ℝ, A.PosSemidef ∧ A.trace = 1 ∧ ∀ k, reading z A k = 0) ↔
      ∃ v : n → ℝ, v ≠ 0 ∧ ∀ k, z k ⬝ᵥ v = 0 := by
  constructor
  · rintro ⟨A, hA, htr, h⟩
    -- for a positive semidefinite matrix a vanishing quadratic form means a kernel vector
    have hker : ∀ k, A *ᵥ z k = 0 := fun k =>
      (hA.dotProduct_mulVec_zero_iff (z k)).1 (by rw [star_trivial]; exact h k)
    by_contra hno
    -- each row of `A` is orthogonal to the probes, hence would have to vanish
    have hrow : ∀ i, A i = 0 := by
      intro i
      by_contra hi
      exact hno ⟨A i, hi, fun k => by
        rw [dotProduct_comm]
        exact congrFun (hker k) i⟩
    have h0 : A.trace = 0 := Finset.sum_eq_zero fun i _ => congrFun (hrow i) i
    linarith
  · rintro ⟨v, hv, h⟩
    obtain ⟨hpos, htr⟩ := projector_posSemidef_trace hv
    refine ⟨projector v, hpos, htr, fun k => ?_⟩
    change z k ⬝ᵥ projector v *ᵥ z k = 0
    rw [projector_mulVec, dotProduct_smul, h k, smul_zero]
```

In words: a positive semidefinite matrix of unit trace with all readings zero exists exactly when some nonzero vector is orthogonal to all probes. The family may even be infinite here, since no finiteness of `ι` has been assumed.

In the forward direction, `hker` is the step from \(z_k^TAz_k=0\) to \(Az_k=0\). Mathlib supplies it as `dotProduct_mulVec_zero_iff`, in place of the argument with small \(s\). The statement `hrow` says that if no nonzero orthogonal vector exists, every row `A i` must vanish; the trace would then be 0, against the assumption that it is 1. The reverse direction inserts the projector and computes its readings.

The criterion concerns readings that are all zero, and probes that span the space do not in general determine the trace. In two dimensions the probes \((1,0)\) and \((1,1)\) give the readings 1 and 2 both on the identity and on

\[
\begin{pmatrix}1&-1\\-1&3\end{pmatrix},
\]

which is positive semidefinite, yet the traces are 2 and 4.

## Counting dimensions

```lean
variable [Fintype ι]

/-- Fewer probes than dimensions leave a nonzero vector orthogonal to all of them. -/
theorem exists_orthogonal (z : ι → n → ℝ) (hcard : Fintype.card ι < Fintype.card n) :
    ∃ v : n → ℝ, v ≠ 0 ∧ ∀ k, z k ⬝ᵥ v = 0 := by
  have hker : LinearMap.ker (Matrix.mulVecLin (Matrix.of z)) ≠ ⊥ := by
    apply LinearMap.ker_ne_bot_of_finrank_lt
    simpa using hcard
  obtain ⟨v, hv, hv0⟩ := (Submodule.ne_bot_iff _).1 hker
  exact ⟨v, hv0, fun k => congrFun (LinearMap.mem_ker.1 hv) k⟩
```

From here on `ι` is finite, and `hcard` is the condition \(m<n\). The expression `Matrix.of z` is the matrix \(Z\) with the probes as rows, and `LinearMap.ker_ne_bot_of_finrank_lt` is the dimension count: a linear map into a space of smaller dimension has a nonzero kernel. A nonzero kernel vector is then read off component by component. The case of no probes in a space of positive dimension is included.

```lean
/-- For fewer probes than dimensions there is a positive semidefinite matrix of unit trace whose
quadratic form vanishes on every probe. -/
theorem exists_invisible (z : ι → n → ℝ) (hcard : Fintype.card ι < Fintype.card n) :
    ∃ A : Matrix n n ℝ, A.PosSemidef ∧ A.trace = 1 ∧ ∀ k, z k ⬝ᵥ A *ᵥ z k = 0 :=
  (invisible_iff_orthogonal z).2 (exists_orthogonal z hcard)
```

This is the claim itself, obtained by feeding the orthogonal vector into the criterion. The readings are spelled out in the statement, so it can be understood without the definition of `reading`.

## Equal readings, different traces

```lean
/-- With fewer probes than dimensions, the trace of any positive semidefinite matrix `B` can be
raised by any amount `t ≥ 0` within the positive semidefinite matrices at unchanged readings. -/
theorem exists_hidden_trace (z : ι → n → ℝ) (hcard : Fintype.card ι < Fintype.card n)
    {B : Matrix n n ℝ} (hB : B.PosSemidef) {t : ℝ} (ht : 0 ≤ t) :
    ∃ A : Matrix n n ℝ, A.PosSemidef ∧ reading z A = reading z B ∧
      A.trace = B.trace + t := by
  obtain ⟨P, hP, htr, h⟩ := exists_invisible z hcard
  refine ⟨B + t • P, hB.add (hP.smul ht), ?_, ?_⟩
  · funext k
    change z k ⬝ᵥ (B + t • P) *ᵥ z k = z k ⬝ᵥ B *ᵥ z k
    rw [Matrix.add_mulVec, Matrix.smul_mulVec, dotProduct_add, dotProduct_smul, h k,
      smul_zero, add_zero]
  · rw [Matrix.trace_add, Matrix.trace_smul, htr, smul_eq_mul, mul_one]
```

The witness is `B + t • P`, with `P` the invisible matrix just found. Sums and nonnegative multiples of positive semidefinite matrices are positive semidefinite, and the two remaining goals are the linearity of the readings and of the trace.

```lean
/-- With fewer probes than dimensions, take any rule `F` that estimates the trace from the
readings, and any `ε < 1`. Among the positive semidefinite matrices with the same readings as a
given one, some matrix of positive trace is estimated with relative error above `ε`. -/
theorem every_estimator_fails (z : ι → n → ℝ) (hcard : Fintype.card ι < Fintype.card n)
    (F : (ι → ℝ) → ℝ) {ε : ℝ} (hε : ε < 1) {B : Matrix n n ℝ} (hB : B.PosSemidef) :
    ∃ A : Matrix n n ℝ, A.PosSemidef ∧ reading z A = reading z B ∧ 0 < A.trace ∧
      ε * A.trace < |F (reading z A) - A.trace| := by
  have hpos : 0 < 1 - ε := by linarith
  have hT : 0 ≤ B.trace := hB.trace_nonneg
  -- the amount `t` of trace to hide, characterised by an equation without division
  obtain ⟨t, ht, hmul⟩ : ∃ t : ℝ, 0 < t ∧
      t * (1 - ε) = |F (reading z B)| + (1 - ε) :=
    ⟨|F (reading z B)| / (1 - ε) + 1, by positivity, by
      rw [add_mul, div_mul_cancel₀ _ hpos.ne', one_mul]⟩
  obtain ⟨A, hA, hread, htr⟩ := exists_hidden_trace z hcard hB ht.le
  refine ⟨A, hA, hread, by linarith, ?_⟩
  rw [hread, htr]
  nlinarith [mul_nonneg hpos.le hT, le_abs_self (F (reading z B)),
    neg_abs_le (F (reading z B) - (B.trace + t))]
```

The rule `F` is an arbitrary function of the readings: it may be nonlinear or discontinuous, and it may be designed with full knowledge of the probes. The conclusion `ε * A.trace < |F (reading z A) - A.trace|`, together with `0 < A.trace`, says that the relative error exceeds `ε`. The theorem covers rules that see only the readings. It does not say that `A` respects a known bound on the trace or a known sparsity pattern, so it does not exclude a good rule meant only for matrices with such a property.

The proof picks the same \(t\) as above and records it in the form \(t(1-\varepsilon)=|f|+(1-\varepsilon)\). After the readings of `A` have been replaced by those of `B`, `nlinarith` combines this equation with \((1-\varepsilon)T\ge0\), \(f\le|f|\) and \((T+t)-f\le|f-(T+t)|\), which are the ingredients of the displayed inequality.

## As many probes as dimensions

```lean
omit [Fintype ι] in
/-- The readings on the coordinate vectors add up to the trace of every real matrix. -/
theorem coordinate_probes_exact [DecidableEq n] (A : Matrix n n ℝ) :
    ∑ k, reading (fun i : n => (Pi.single i 1 : n → ℝ)) A k = A.trace := by
  simp [reading, Matrix.trace]

end

end FixedProbeTrace
```

The vector `Pi.single i 1` is \(e_i\), and the probes are now labelled by the coordinates themselves. The identity holds for every real square matrix, symmetric or not. It shows that the condition \(m<n\) in `exists_invisible` cannot be relaxed to \(m\le n\): on these \(n\) probes a matrix of unit trace has readings that add up to 1.

```lean
#print axioms FixedProbeTrace.exists_hidden_trace
-- 'FixedProbeTrace.exists_hidden_trace' depends on axioms: [propext, Classical.choice, Quot.sound]
#print axioms FixedProbeTrace.every_estimator_fails
-- 'FixedProbeTrace.every_estimator_fails' depends on axioms: [propext, Classical.choice, Quot.sound]
#print axioms FixedProbeTrace.coordinate_probes_exact
-- 'FixedProbeTrace.coordinate_probes_exact' depends on axioms: [propext, Classical.choice, Quot.sound]
```

## Fixed seeds and level counts

One kind of stochastic trace estimator draws probes with independent random entries \(\pm1\), each sign equally likely, and returns the average \(\frac1m\sum_k z_k^TAz_k\), whose expectation is \(\operatorname{tr}A\). There is no conflict with the theorems, because the order of choice differs: the estimator's guarantee is for a matrix fixed before the probes are drawn, while here the matrix is chosen after them. A program that reuses one random seed works with a fixed probe set, and for that set a bad matrix exists whenever \(m<n\). It can be built explicitly: take a null vector \(v\) of the \(m\times n\) array of probes from a full singular value decomposition, form \(P_v\), and pass it to the estimator. The result is zero up to rounding, although the trace is 1.

For non-interacting particles with a real symmetric one-particle Hamiltonian matrix in an orthonormal basis, the number of one-particle levels in an energy window, counted with their degeneracy, is the trace of a spectral projector. If the window contains a single nondegenerate level and its orbital is orthogonal to all probes, the average above, taken with the exact spectral projector as \(A\), is 0 instead of 1.

The same construction also defeats rules that are given the products \(Az_k\) themselves. Since \(z_k\cdot v=0\), the projector satisfies \(P_vz_k=0\), and therefore

\[
(B+tP_v)z_k=Bz_k .
\]

The complete vectors \(Az_k\), and not only the numbers \(z_k^TAz_k\), are the same for \(B\) and for \(B+tP_v\). Storing the full matrix–vector products on fewer than \(n\) fixed probes therefore still leaves the trace undetermined.
